# Rescaling a two-spin state vector by c multiplies ψ†Aψ by |c|²

The lemma `expectation_smul` concerns the quadratic form ψ†Aψ, where ψ is a complex vector in the four-dimensional state space of two spins and A is any complex matrix on that space, Hermitian or not. It states that replacing ψ by cψ, for any complex number c, multiplies this form by |c|². The vector need not be normalised; for nonzero ψ, the normalised expectation value would be ψ†Aψ divided by ψ†ψ. The attempt first proves that the conjugate of c times c is |c|², then draws the scalars out of the product with `simp only` and tries to replace their product by |c|².

An attempt in Lean 4 with a fault in it:

```lean
import Mathlib

open Matrix
open scoped Kronecker ComplexOrder

namespace SingletCorrelations

noncomputable section

/-- The expectation `ψ† A ψ` of a two-spin operator. -/
def expectation (A : Matrix (Fin 2 × Fin 2) (Fin 2 × Fin 2) ℂ)
    (ψ : Fin 2 × Fin 2 → ℂ) : ℂ := star ψ ⬝ᵥ A *ᵥ ψ

lemma expectation_smul (c : ℂ) (A : Matrix (Fin 2 × Fin 2) (Fin 2 × Fin 2) ℂ)
    (ψ : Fin 2 × Fin 2 → ℂ) :
    expectation A (c • ψ) = ((‖c‖ ^ 2 : ℝ) : ℂ) * expectation A ψ := by
  have hc : star c * c = ((‖c‖ ^ 2 : ℝ) : ℂ) := by
    have h := Complex.normSq_eq_conj_mul_self (z := c)
    rw [Complex.normSq_eq_norm_sq] at h
    exact h.symm
  simp only [expectation, mulVec_smul, star_smul, smul_dotProduct, dotProduct_smul, smul_eq_mul]
  rw [← mul_assoc, hc]

end

end SingletCorrelations
```

Compiling this gives:

```
Main.lean:22:19: error: Tactic `rewrite` failed: Did not find an occurrence of the pattern
  star c * c
in the target expression
  c * star c * star ψ ⬝ᵥ A *ᵥ ψ = ↑(‖c‖ ^ 2) * star ψ ⬝ᵥ A *ᵥ ψ

c : ℂ
A : Matrix (Fin 2 × Fin 2) (Fin 2 × Fin 2) ℂ
ψ : Fin 2 × Fin 2 → ℂ
hc : star c * c = ↑(‖c‖ ^ 2)
⊢ c * star c * star ψ ⬝ᵥ A *ᵥ ψ = ↑(‖c‖ ^ 2) * star ψ ⬝ᵥ A *ᵥ ψ
```

The error says that `rw` could not find `star c * c`, the left side of `hc`, in the goal. By then the scalars had been drawn out and regrouped by `← mul_assoc`, but they stood in the other order, as `c * star c`. The two products are equal because multiplication in ℂ is commutative, but `rw` looks for the pattern as written and does not reorder factors to find it.

The repair replaces the rewrite with `linear_combination (star ψ ⬝ᵥ A *ᵥ ψ) * hc`. This multiplies both sides of `hc` by ψ†Aψ, which gives the goal up to the order and grouping of factors. `linear_combination` leaves that remaining difference to `ring1`, which works up to commutativity and associativity. Neither the order of `c` and `star c` nor the regrouping by `← mul_assoc` therefore matters any longer.

After these edits no error is left:

```diff
@@ -20,5 +20,5 @@
     exact h.symm
   simp only [expectation, mulVec_smul, star_smul, smul_dotProduct, dotProduct_smul, smul_eq_mul]
-  rw [← mul_assoc, hc]
+  linear_combination (star ψ ⬝ᵥ A *ᵥ ψ) * hc
 
 end
```
